# Parallel dipoles on a uniform open nearest-neighbour chain: exciton k ≤ N is bright exactly when k is odd

## Which exciton levels of a linear aggregate absorb?

If I draw equally tall absorption lines at all exciton levels of an open chain of three or more identical molecules with parallel dipoles and the same nonzero coupling between all neighbours, I get lines where the aggregate does not absorb, and wrong relative heights for the rest. The claim I know is that $\sum_{j=1}^N \sin\frac{\pi kj}{N+1}$ vanishes for even $k$ and equals $\cot\frac{\pi k}{2(N+1)}$ for odd $k$, which fixes the transition dipoles. Can this be made rigorous and machine-checked, starting from the chain Hamiltonian?

## Reflection darkens even k, and a telescoping sum gives odd k

Yes. Let the molecules $j=1,\dots,N$ have site energy $\varepsilon$ and nearest-neighbour coupling $J$. Write $x=\frac{\pi k}{2(N+1)}$ and

$$\phi_k(j)=\sqrt{\tfrac{2}{N+1}}\,\sin(2jx).$$

**Energies.** Since $\sin(2(j-1)x)+\sin(2(j+1)x)=2\cos(2x)\sin(2jx)$, and $\phi_k$ vanishes at $j=0$ and $j=N+1$, the site equations hold up to the open ends, with energy $\varepsilon+2J\cos\frac{\pi k}{N+1}$.

**Even $k$.** Because $2(N+1)x=k\pi$,

$$\sin(2(N+1-j)x)=\sin(k\pi-2jx)=-(-1)^k\sin(2jx).$$

For even $k$ the amplitude changes sign under reflection. If the molecular dipoles satisfy $\mu_{N+1-j}=\mu_j$, relabelling $j\to N+1-j$ turns $D_k=\sum_j\phi_k(j)\mu_j$ into $-D_k$, so $D_k=0$. Taking every $\mu_j=1$ shows that the sine sum vanishes.

**Odd $k$.** Summing $2\sin x\,\sin(2jx)=\cos((2j-1)x)-\cos((2j+1)x)$ over $j$ gives

$$2\sin x\sum_{j=1}^N\sin(2jx)=\cos x-\cos((2N+1)x).$$

Here $(2N+1)x=k\pi-x$, whose cosine is $-\cos x$, so the right side is $2\cos x$. If $\sin x$ were zero, then $x=n\pi$ and $k=2(N+1)n$ would be even. Dividing by $2\sin x$ leaves $\cot x$.

**Intensities.** For parallel dipoles $\mu$ and odd $k$, therefore, $D_k=\sqrt{2/(N+1)}\,\cot x\;\mu$. When $1\le k\le N$, $0<x<\pi/2$ and $\cot x>0$, so the state is bright if $\mu\neq0$. For a larger odd $l\le N$ with angle $y$,

$$\cot x-\cot y=\frac{\sin(y-x)}{\sin x\,\sin y}>0,$$

so $|D_k|$ falls strictly with $k$ among the bright states.

Here is the complete Lean file:

```lean
import Mathlib

open Finset

namespace LinearAggregateBrightStates

noncomputable section

/-- Exciton Hamiltonian of an open chain of molecules `1, …, N` with site energy `ε` and
nearest-neighbour coupling `J`, acting on the site amplitudes `c`. -/
def chainHamiltonian (ε J : ℝ) (N : ℕ) (c : ℕ → ℝ) (j : ℕ) : ℝ :=
  ε * c j + J * ((if 1 < j then c (j - 1) else 0) + (if j < N then c (j + 1) else 0))

/-- Amplitude of exciton state `k` on molecule `j` of a chain of `N` molecules. -/
def excitonAmp (N k j : ℕ) : ℝ :=
  Real.sqrt (2 / ((N : ℝ) + 1)) * Real.sin (Real.pi * k * j / ((N : ℝ) + 1))

/-- The angle `π k / (2 (N + 1))`. -/
def halfAngle (N k : ℕ) : ℝ := Real.pi * k / (2 * ((N : ℝ) + 1))

/-- Transition dipole from the ground state to exciton `k`, when molecule `j` has the
transition dipole `μ j`. -/
def transitionDipole {E : Type*} [AddCommGroup E] [Module ℝ E]
    (N k : ℕ) (μ : ℕ → E) : E :=
  ∑ j ∈ Icc 1 N, excitonAmp N k j • μ j

/-- The exciton amplitudes satisfy the eigenvalue equation of the open chain at every molecule,
with energy `ε + 2 J cos (π k / (N + 1))`. -/
theorem excitonAmp_eigen (ε J : ℝ) (N k j : ℕ) (h1 : 1 ≤ j) (hN : j ≤ N) :
    chainHamiltonian ε J N (excitonAmp N k) j
      = (ε + 2 * J * Real.cos (Real.pi * k / ((N : ℝ) + 1))) * excitonAmp N k j := by
  obtain ⟨m, rfl⟩ : ∃ m, j = m + 1 := ⟨j - 1, by omega⟩
  have hne : (N : ℝ) + 1 ≠ 0 := by positivity
  -- the amplitude vanishes on the two fictitious sites beyond the ends
  have h0 : excitonAmp N k 0 = 0 := by simp [excitonAmp]
  have hend : excitonAmp N k (N + 1) = 0 := by
    have e : Real.pi * k * ((N + 1 : ℕ) : ℝ) / ((N : ℝ) + 1) = k * Real.pi := by
      push_cast
      field_simp
    rw [excitonAmp, e, Real.sin_nat_mul_pi, mul_zero]
  have hl : (if 1 < m + 1 then excitonAmp N k (m + 1 - 1) else 0) = excitonAmp N k m := by
    split_ifs with h
    · rw [Nat.add_sub_cancel]
    · have hm : m = 0 := by omega
      rw [hm, h0]
  have hr : (if m + 1 < N then excitonAmp N k (m + 1 + 1) else 0)
      = excitonAmp N k (m + 1 + 1) := by
    split_ifs with h
    · rfl
    · have hm : m + 1 = N := by omega
      rw [hm, hend]
  -- addition theorem for the two neighbours
  have e1 : Real.pi * k * (m : ℝ) / ((N : ℝ) + 1)
      = Real.pi * k * ((m + 1 : ℕ) : ℝ) / ((N : ℝ) + 1) - Real.pi * k / ((N : ℝ) + 1) := by
    push_cast
    ring
  have e2 : Real.pi * k * ((m + 1 + 1 : ℕ) : ℝ) / ((N : ℝ) + 1)
      = Real.pi * k * ((m + 1 : ℕ) : ℝ) / ((N : ℝ) + 1) + Real.pi * k / ((N : ℝ) + 1) := by
    push_cast
    ring
  rw [chainHamiltonian, hl, hr]
  unfold excitonAmp
  rw [e1, e2, Real.sin_sub, Real.sin_add]
  ring

/-- Reflecting the chain end to end multiplies the amplitudes of exciton `k` by `-(-1)^k`. -/
theorem excitonAmp_mirror (N k j : ℕ) (hj : j ≤ N + 1) :
    excitonAmp N k (N + 1 - j) = -(-1) ^ k * excitonAmp N k j := by
  have hne : (N : ℝ) + 1 ≠ 0 := by positivity
  have e : Real.pi * k * ((N + 1 - j : ℕ) : ℝ) / ((N : ℝ) + 1)
      = k * Real.pi - Real.pi * k * j / ((N : ℝ) + 1) := by
    rw [Nat.cast_sub hj]
    push_cast
    field_simp
  rw [excitonAmp, e, Real.sin_sub, Real.sin_nat_mul_pi, Real.cos_nat_mul_pi, excitonAmp]
  ring

/-- Mirror selection rule: if the molecular dipoles are unchanged by reflection of the chain,
every exciton with even `k` has zero transition dipole. -/
theorem dark_of_mirror {E : Type*} [AddCommGroup E] [Module ℝ E] (N k : ℕ) (μ : ℕ → E)
    (hk : Even k) (hμ : ∀ j ∈ Icc 1 N, μ (N + 1 - j) = μ j) :
    transitionDipole N k μ = 0 := by
  -- reflection maps the sum to its negative
  have h : transitionDipole N k μ = -transitionDipole N k μ := by
    unfold transitionDipole
    rw [← Finset.sum_neg_distrib]
    refine Finset.sum_nbij' (fun j => N + 1 - j) (fun j => N + 1 - j) ?_ ?_ ?_ ?_ ?_
    · intro j hj
      simp only [Finset.mem_Icc] at hj ⊢
      omega
    · intro j hj
      simp only [Finset.mem_Icc] at hj ⊢
      omega
    · intro j hj
      simp only [Finset.mem_Icc] at hj ⊢
      omega
    · intro j hj
      simp only [Finset.mem_Icc] at hj ⊢
      omega
    · intro j hj
      have hj' : j ≤ N + 1 := by
        have := (Finset.mem_Icc.mp hj).2
        omega
      show excitonAmp N k j • μ j = -(excitonAmp N k (N + 1 - j) • μ (N + 1 - j))
      rw [excitonAmp_mirror N k j hj', hμ j hj, hk.neg_one_pow]
      module
  have h2 := eq_neg_iff_add_eq_zero.mp h
  calc transitionDipole N k μ
      = (1 / 2 : ℝ) • (transitionDipole N k μ + transitionDipole N k μ) := by module
    _ = 0 := by rw [h2, smul_zero]

/-- Telescoped sum of equally spaced sines. -/
theorem two_sin_mul_sum (x : ℝ) (n : ℕ) :
    2 * Real.sin x * ∑ j ∈ Icc 1 n, Real.sin (2 * j * x)
      = Real.cos x - Real.cos ((2 * n + 1) * x) := by
  induction n with
  | zero => simp
  | succ n ih =>
    rw [Finset.sum_Icc_succ_top (by omega), mul_add, ih]
    have e1 : (2 * (n : ℝ) + 1) * x = 2 * ((n + 1 : ℕ) : ℝ) * x - x := by
      push_cast
      ring
    have e2 : (2 * ((n + 1 : ℕ) : ℝ) + 1) * x = 2 * ((n + 1 : ℕ) : ℝ) * x + x := by ring
    rw [e1, e2, Real.cos_sub, Real.cos_add]
    ring

/-- The sum of the standing wave `k` over the chain is zero for even `k` and
`cos x / sin x` with `x = π k / (2 (N + 1))` for odd `k`. -/
theorem sum_standing_wave (N k : ℕ) :
    ∑ j ∈ Icc 1 N, Real.sin (Real.pi * k * j / ((N : ℝ) + 1))
      = if Even k then 0 else Real.cos (halfAngle N k) / Real.sin (halfAngle N k) := by
  have hne : (N : ℝ) + 1 ≠ 0 := by positivity
  split_ifs with hk
  · have h := dark_of_mirror N k (fun _ => (1 : ℝ)) hk (fun _ _ => rfl)
    simp only [transitionDipole, excitonAmp, smul_eq_mul, mul_one] at h
    rw [← Finset.mul_sum] at h
    exact (mul_eq_zero.mp h).resolve_left (ne_of_gt (by positivity))
  · have hodd : Odd k := Nat.not_even_iff_odd.mp hk
    -- the denominator vanishes only for even k
    have hs : Real.sin (halfAngle N k) ≠ 0 := by
      intro h
      obtain ⟨n, hn⟩ := Real.sin_eq_zero_iff.mp h
      rw [halfAngle, eq_div_iff (by positivity)] at hn
      have h1 : (k : ℝ) = 2 * (((N : ℝ) + 1) * n) :=
        mul_left_cancel₀ Real.pi_ne_zero (by linear_combination -hn)
      have h2 : ∃ t : ℤ, (k : ℤ) = 2 * t := ⟨((N : ℤ) + 1) * n, by exact_mod_cast h1⟩
      obtain ⟨t, ht⟩ := h2
      obtain ⟨m, hm⟩ := hodd
      omega
    have hsum : ∑ j ∈ Icc 1 N, Real.sin (Real.pi * k * j / ((N : ℝ) + 1))
        = ∑ j ∈ Icc 1 N, Real.sin (2 * j * halfAngle N k) := by
      refine Finset.sum_congr rfl fun j _ => ?_
      congr 1
      unfold halfAngle
      field_simp
    have e : (2 * (N : ℝ) + 1) * halfAngle N k = k * Real.pi - halfAngle N k := by
      unfold halfAngle
      field_simp
      ring
    have h := two_sin_mul_sum (halfAngle N k) N
    rw [e, Real.cos_sub, Real.sin_nat_mul_pi, Real.cos_nat_mul_pi, hodd.neg_one_pow] at h
    rw [hsum, eq_div_iff hs]
    linarith

/-- Transition dipole of exciton `k` when all molecules carry the same dipole `μ`. -/
theorem transitionDipole_parallel {E : Type*} [AddCommGroup E] [Module ℝ E]
    (N k : ℕ) (μ : E) :
    transitionDipole N k (fun _ => μ) = if Even k then 0 else
      (Real.sqrt (2 / ((N : ℝ) + 1))
        * (Real.cos (halfAngle N k) / Real.sin (halfAngle N k))) • μ := by
  unfold transitionDipole excitonAmp
  rw [← Finset.sum_smul, ← Finset.mul_sum, sum_standing_wave]
  split_ifs
  · rw [mul_zero, zero_smul]
  · rfl

/-- For `1 ≤ k ≤ N` the angle `π k / (2 (N + 1))` lies strictly between `0` and `π / 2`. -/
theorem halfAngle_bounds (N k : ℕ) (h1 : 1 ≤ k) (hN : k ≤ N) :
    0 < halfAngle N k ∧ halfAngle N k < Real.pi / 2 := by
  have hk : (0 : ℝ) < k := by exact_mod_cast h1
  have hkN : (k : ℝ) ≤ N := by exact_mod_cast hN
  have hpi := Real.pi_pos
  unfold halfAngle
  refine ⟨by positivity, ?_⟩
  rw [div_lt_iff₀ (by positivity)]
  nlinarith

/-- For parallel nonzero dipoles, an exciton with `k ≤ N` has a nonzero transition dipole
exactly when `k` is odd. -/
theorem bright_iff_odd {E : Type*} [AddCommGroup E] [Module ℝ E]
    (N k : ℕ) (hN : k ≤ N) (μ : E) (hμ : μ ≠ 0) :
    transitionDipole N k (fun _ => μ) ≠ 0 ↔ Odd k := by
  rw [transitionDipole_parallel]
  constructor
  · intro h
    by_contra hk
    exact h (if_pos (Nat.not_odd_iff_even.mp hk))
  · intro hk
    rw [if_neg (Nat.not_even_iff_odd.mpr hk)]
    obtain ⟨h0, h2⟩ := halfAngle_bounds N k hk.pos hN
    have hs := Real.sin_pos_of_pos_of_lt_pi h0 (by linarith)
    have hc := Real.cos_pos_of_mem_Ioo ⟨by linarith, h2⟩
    exact smul_ne_zero (ne_of_gt (by positivity)) hμ

/-- For parallel nonzero dipoles, the magnitude of the transition dipole decreases strictly with `k`
among the excitons with odd `k ≤ N`. -/
theorem bright_strictly_decreasing {E : Type*} [NormedAddCommGroup E] [NormedSpace ℝ E]
    (N k l : ℕ) (hk : Odd k) (hl : Odd l) (hkl : k < l) (hN : l ≤ N) (μ : E) (hμ : μ ≠ 0) :
    ‖transitionDipole N l (fun _ => μ)‖ < ‖transitionDipole N k (fun _ => μ)‖ := by
  obtain ⟨hx0, hx2⟩ := halfAngle_bounds N k hk.pos (by omega)
  obtain ⟨hy0, hy2⟩ := halfAngle_bounds N l hl.pos hN
  have hxy : halfAngle N k < halfAngle N l := by
    have h : (k : ℝ) < l := by exact_mod_cast hkl
    have hpi := Real.pi_pos
    unfold halfAngle
    gcongr
  have hsx := Real.sin_pos_of_pos_of_lt_pi hx0 (by linarith)
  have hsy := Real.sin_pos_of_pos_of_lt_pi hy0 (by linarith)
  have hcx := Real.cos_pos_of_mem_Ioo ⟨by linarith, hx2⟩
  have hcy := Real.cos_pos_of_mem_Ioo ⟨by linarith, hy2⟩
  -- the cotangent decreases because sin (y - x) > 0
  have hcot : Real.cos (halfAngle N l) / Real.sin (halfAngle N l)
      < Real.cos (halfAngle N k) / Real.sin (halfAngle N k) := by
    have h := Real.sin_pos_of_pos_of_lt_pi (sub_pos.mpr hxy) (by linarith)
    rw [Real.sin_sub] at h
    rw [div_lt_div_iff₀ hsy hsx]
    linarith
  have hq : 0 < Real.sqrt (2 / ((N : ℝ) + 1)) := by positivity
  rw [transitionDipole_parallel, transitionDipole_parallel,
    if_neg (Nat.not_even_iff_odd.mpr hk), if_neg (Nat.not_even_iff_odd.mpr hl),
    norm_smul, norm_smul, Real.norm_of_nonneg (by positivity),
    Real.norm_of_nonneg (by positivity)]
  exact mul_lt_mul_of_pos_right (mul_lt_mul_of_pos_left hcot hq) (norm_pos_iff.mpr hμ)

end

end LinearAggregateBrightStates
```

```lean
#print axioms LinearAggregateBrightStates.excitonAmp_eigen
-- 'LinearAggregateBrightStates.excitonAmp_eigen' depends on axioms: [propext, Classical.choice, Quot.sound]
#print axioms LinearAggregateBrightStates.bright_iff_odd
-- 'LinearAggregateBrightStates.bright_iff_odd' depends on axioms: [propext, Classical.choice, Quot.sound]
#print axioms LinearAggregateBrightStates.bright_strictly_decreasing
-- 'LinearAggregateBrightStates.bright_strictly_decreasing' depends on axioms: [propext, Classical.choice, Quot.sound]
```

## What the Lean statements say about the aggregate

`chainHamiltonian` acts on site amplitudes `c : ℕ → ℝ`; its two `if` terms remove the missing neighbours at the ends. `excitonAmp N k j` is $\phi_k(j)$, `halfAngle N k` is $x$, and `transitionDipole` is $D_k$. Dipoles live in any real vector space `E`, with a norm added where magnitudes are compared.

`sum_standing_wave` holds for all natural `N` and `k`. `bright_iff_odd` needs a nonzero `μ` and a bound such as `k ≤ N`: for even $N$ the number $k=N+1$ is odd, yet $\cot x=0$ there. `dark_of_mirror` does not need all dipoles to be parallel, only the same dipole vector on molecules $j$ and $N+1-j$. Reflection here reverses the order of the molecules and leaves the vectors as they are. Two dipoles along the chain axis that point at each other are mirror images in space, but they do not meet this condition, and for $N=2$ they make $k=2$ bright.

The prefactor in $\phi_k$ is the usual normalisation, written into the definition; neither the norm nor the completeness of these states is a theorem here. The model has identical molecules and no disorder, vibrations or longer-range coupling. Within it, for parallel nonzero dipoles and a chain much shorter than the wavelength, the result tells which of the states $k=1,\dots,N$ can be excited from the ground state by light with a field component along the dipoles.

## How the proofs follow the derivation

- `excitonAmp_eigen` replaces both `if` terms by the amplitudes at the neighbouring sites, using the zeros beyond the ends, then applies the addition theorems.
- `excitonAmp_mirror` is the reflection formula. `dark_of_mirror` relabels the sum with `Finset.sum_nbij'` and concludes from $D_k=-D_k$.
- `two_sin_mul_sum` proves the telescoped formula by induction on the number of terms.
- `sum_standing_wave` takes the even case from `dark_of_mirror` with unit dipoles. In the odd case, `omega` finds the parity contradiction behind $\sin x\ne0$.
- `transitionDipole_parallel` pulls the common dipole out of the sum. `halfAngle_bounds` supplies the signs for `bright_iff_odd` and `bright_strictly_decreasing`; the latter uses $\sin(y-x)>0$.

## The dipoles in a numerical spectrum

A program diagonalises the $N\times N$ tridiagonal matrix, contracts each normalised eigenvector with the molecular dipoles and squares the result. For $N=3$ and parallel dipoles, the squares for $k=1,2,3$ should be about $2.914$, $0$ and $0.086$ in units of $|\mu|^2$. In order of rising energy they appear as listed for $J<0$ and reversed for $J>0$. Compare squares, since eigenvector signs are arbitrary, and take $J\neq0$, since otherwise the levels are degenerate and the solver may return any basis.
